# A Hermitian two-by-two matrix is recovered from its half traces against the identity and the Pauli matrices

The theorem `slash_coords` says that a Hermitian two-by-two complex matrix X equals x₀ + x₁σ₁ + x₂σ₂ + x₃σ₃, where x₀ is the real part of half the trace of X and each other xₖ is the real part of half the trace of σₖX. In physics, this writes any observable of a two-level system as a real combination of the identity and the Pauli matrices. Nothing is assumed of X beyond Hermiticity; its trace need not be one. The proof first draws from Hermiticity the relations between the real and imaginary parts of opposite entries, and computes the four traces. It then compares the two matrices entry by entry, real and imaginary parts apart, and leaves the remaining linear equations to `linarith`.

In Lean, a first try:

```lean
import Mathlib

open Matrix

namespace SlashCoords

noncomputable section

local notation "M₂" => Matrix (Fin 2) (Fin 2) ℂ

/-- The first Pauli matrix. -/
def σ₁ : M₂ := !![0, 1; 1, 0]

/-- The second Pauli matrix. -/
def σ₂ : M₂ := !![0, -Complex.I; Complex.I, 0]

/-- The third Pauli matrix. -/
def σ₃ : M₂ := !![1, 0; 0, -1]

/-- The spinor matrix `x0 + x·σ` of a real four-vector. -/
def slash (x : Fin 4 → ℝ) : M₂ :=
  (x 0 : ℂ) • 1 + (x 1 : ℂ) • σ₁ + (x 2 : ℂ) • σ₂ + (x 3 : ℂ) • σ₃

/-- The four real numbers obtained from a matrix as the real parts of half its traces
against the identity and the Pauli matrices. -/
def coords (X : M₂) : Fin 4 → ℝ :=
  ![(trace X).re / 2, (trace (σ₁ * X)).re / 2,
    (trace (σ₂ * X)).re / 2, (trace (σ₃ * X)).re / 2]

/-- The spinor matrix of a four-vector, written out in components. -/
theorem slash_eq (x : Fin 4 → ℝ) :
    slash x = !![(x 0 : ℂ) + x 3, x 1 - x 2 * Complex.I;
                 x 1 + x 2 * Complex.I, x 0 - x 3] := by
  ext i j
  fin_cases i <;> fin_cases j <;> simp [slash, σ₁, σ₂, σ₃] <;> ring

/-- Every Hermitian two-by-two matrix is the spinor matrix of the four-vector
formed by its half traces. -/
theorem slash_coords {X : M₂} (hX : X.IsHermitian) : slash (coords X) = X := by
  have hre : ∀ i j, (X j i).re = (X i j).re :=
    fun i j => congrArg Complex.re (hX.apply i j)
  have him : ∀ i j, -(X j i).im = (X i j).im :=
    fun i j => congrArg Complex.im (hX.apply i j)
  -- the traces against the Pauli matrices
  have t0 : trace X = X 0 0 + X 1 1 := trace_fin_two X
  have t1 : trace (σ₁ * X) = X 1 0 + X 0 1 := by
    simp only [trace_fin_two, Matrix.mul_apply, Fin.sum_univ_two]
    simp [σ₁]
  have t2 : trace (σ₂ * X) = -(Complex.I * X 1 0) + Complex.I * X 0 1 := by
    simp only [trace_fin_two, Matrix.mul_apply, Fin.sum_univ_two]
    simp [σ₂]
  have t3 : trace (σ₃ * X) = X 0 0 + -(X 1 1) := by
    simp only [trace_fin_two, Matrix.mul_apply, Fin.sum_univ_two]
    simp [σ₃]
  rw [slash_eq]
  ext i j
  fin_cases i <;> fin_cases j <;> apply Complex.ext <;>
    simp [coords, t0, t1, t2, t3] <;>
    linarith [hre 0 1, him 0 0, him 0 1, him 1 1]

end

end SlashCoords
```

Lean reports:

```
Main.lean:41:35: error: Application type mismatch: The argument
  IsHermitian.apply hX i j
has type
  star (X j i) = X i j
but is expected to have type
  X j i = X i j
in the application
  congrArg Complex.re (IsHermitian.apply hX i j)
```

Cause. The error lies in the proof of `hre`. Hermiticity, as `hX.apply i j`, says `star (X j i) = X i j`. The stated goal, `(X j i).re = (X i j).re`, has no `star`, and Lean matched it with the conclusion of `congrArg Complex.re` before checking the argument. That fixed the equation to be supplied as `X j i = X i j`, which is not what Hermiticity gives. The goal itself is sound, since conjugation leaves the real part alone.

The repair forms `h` with no goal imposed, so the `star` stays inside the real part. `Complex.star_def` then rewrites `star` as complex conjugation, `Complex.conj_re` removes it from the real part, and `rwa` closes the goal with the result.

Lean reported no error in `him`. Its new proof, which uses `Complex.conj_im` in the same way, is tidying, as is the comment that now mentions the identity.

Fix (accepted with no message):

```diff
@@ -38,9 +38,13 @@
 formed by its half traces. -/
 theorem slash_coords {X : M₂} (hX : X.IsHermitian) : slash (coords X) = X := by
-  have hre : ∀ i j, (X j i).re = (X i j).re :=
-    fun i j => congrArg Complex.re (hX.apply i j)
-  have him : ∀ i j, -(X j i).im = (X i j).im :=
-    fun i j => congrArg Complex.im (hX.apply i j)
-  -- the traces against the Pauli matrices
+  have hre : ∀ i j, (X j i).re = (X i j).re := by
+    intro i j
+    have h := congrArg Complex.re (hX.apply i j)
+    rwa [Complex.star_def, Complex.conj_re] at h
+  have him : ∀ i j, -(X j i).im = (X i j).im := by
+    intro i j
+    have h := congrArg Complex.im (hX.apply i j)
+    rwa [Complex.star_def, Complex.conj_im] at h
+  -- the traces against the identity and the Pauli matrices
   have t0 : trace X = X 0 0 + X 1 1 := trace_fin_two X
   have t1 : trace (σ₁ * X) = X 1 0 + X 0 1 := by
```
